# The bulk modulus of a cubic crystal from the curvature of its energy in the lattice parameter at zero pressure

Put the curvature of a crystal's energy with respect to the lattice parameter where the curvature with respect to volume belongs, and the number that comes out is not a bulk modulus. It does not even have the right units: volume times energy per squared length is energy times length, whereas a bulk modulus is energy per volume. A subtler error remains once the units are repaired. The conversion factor for a cubic crystal holds at the equilibrium lattice parameter, and at any other it gives a value that is off by two thirds of the pressure.

Let $a > 0$ be the lattice parameter of a cubic crystal and $V = c a^3$ its cell volume. The constant $c > 0$ records the shape of the cell: it is $1$ for a simple cubic cell and $1/4$ for the primitive cell of a face-centred cubic crystal with cubic lattice parameter $a$. Let $E(V)$ be the energy of that same cell, and let $e(a) = E(c a^3)$. Suppose that $E$ is differentiable at all positive volumes and twice differentiable at $V_0 = c a_0^3$, where $a_0 > 0$. If $e'(a_0) = 0$, then the pressure vanishes at $V_0$ and the bulk modulus there is

$$B = V_0 E''(V_0) = \frac{e''(a_0)}{9 c a_0}.$$

In electronic-structure work this converts a scan of total energies over the lattice parameter into a bulk modulus, for a static crystal whose cell is described by that one parameter.

## Two derivatives through the cell volume

The derivation is no harder in $d$ dimensions, where $V(a) = c a^d$. In the formulas of the text $d$ denotes the dimension, and derivatives are written with primes; in the comments of the Lean code, `dE/dV`, `dP/dV` and `dV/da` are derivatives. The pressure and the bulk modulus are

$$P(V) = -E'(V), \qquad B(V) = -V P'(V) = V E''(V).$$

The cell volume changes with the lattice parameter at the rate

$$V'(a) = c\, d\, a^{d-1} = \frac{d\,V}{a}.$$

With $e(a) = E(V(a))$, the chain rule gives

$$e'(a) = E'(V)\,\frac{d\,V}{a} = -\frac{d\,V}{a}\,P.$$

For $d \ge 1$ the factor $d\,V/a$ is positive, so $e'(a) = 0$ exactly when $P = 0$.

The formula for $e'$ holds at every positive $a$, so it can be differentiated again. The factor $d\,V/a$ also depends on $a$, and the quotient rule gives

$$\left(\frac{d\,V}{a}\right)' = \frac{d \cdot \frac{d\,V}{a}\cdot a - d\,V}{a^2} = \frac{d(d-1)V}{a^2}.$$

The product rule then yields

$$e''(a) = E''(V)\,\frac{d^2V^2}{a^2} + E'(V)\,\frac{d(d-1)V}{a^2}
= \frac{d\,V}{a^2}\bigl(d\,B - (d-1)P\bigr).$$

The second term is there because volume is not a linear function of $a$ when $d > 1$. For $d = 1$ it disappears.

At a stationary $a_0$ the pressure is zero, and solving for $B$ gives

$$B = \frac{a_0^2\, e''(a_0)}{d^2 V_0}, \qquad V_0 = c a_0^d.$$

For $d = 3$ the denominator is $9 c a_0^3$, which leaves $B = e''(a_0)/(9 c a_0)$. Without stationarity, the prefactor in three dimensions is $3V/a^2 = 3ca$, so

$$\frac{e''(a)}{9 c a} = \frac{3ca\,(3B - 2P)}{9ca} = B - \frac{2}{3}P.$$

In a compressed crystal, where $P > 0$, the left side is therefore smaller than the bulk modulus.

Finally, if $P = 0$ and $B > 0$ at $V_0$, then $e'(a_0) = 0$ and $e''(a_0) = d^2 V_0 B/a_0^2 > 0$. The second-derivative test makes $a_0$ a local minimum of $e$.

## Energy, pressure and bulk modulus as real functions

The development treats all quantities as real numbers, with units chosen consistently beforehand.

```lean
import Mathlib

open Filter Topology

namespace LatticeBulkModulus

noncomputable section
```

The dimension is a natural number `d`, and the shape factor and lattice parameter are real numbers. Positivity is not part of the definition; the theorems that need it assume it.

```lean
/-- Volume `V = c a^d` of a `d`-dimensional cell with lattice parameter `a` and shape
factor `c`. -/
def cellVolume (d : ℕ) (c a : ℝ) : ℝ := c * a ^ d
```

The lattice energy is the composition of the energy with the cell volume. It is not an independent function that has to be matched to `E` later.

```lean
/-- The energy as a function of the lattice parameter, `e(a) = E(c a^d)`. -/
def latticeEnergy (d : ℕ) (c : ℝ) (E : ℝ → ℝ) (a : ℝ) : ℝ := E (cellVolume d c a)
```

The energy `E : ℝ → ℝ` is defined on the whole real line because that is the simplest type for it, but the main theorems use only its values at positive volumes. Internal coordinates may be held at fixed fractions of the cell or relaxed at each volume, as long as the outcome is a function of volume alone; the two choices can give different bulk moduli.

The next definition fixes the sign convention: pressure is positive when the energy falls on expansion. Since $E$ is an energy and not a free energy, this is the pressure of a static crystal, without thermal contributions.

```lean
/-- The pressure `P = -dE/dV`. -/
def pressure (E : ℝ → ℝ) (V : ℝ) : ℝ := -deriv E V
```

The bulk modulus is defined through the response of the pressure.

```lean
/-- The bulk modulus `B = -V dP/dV`. -/
def bulkModulus (E : ℝ → ℝ) (V : ℝ) : ℝ := -V * deriv (pressure E) V
```

Its expression as volume times curvature is then a theorem.

```lean
/-- The bulk modulus is the volume times the curvature of the energy, `B = V E''(V)`. -/
theorem bulkModulus_eq (E : ℝ → ℝ) (V : ℝ) :
    bulkModulus E V = V * deriv (deriv E) V := by
  have h : deriv (fun v => -deriv E v) V = -deriv (deriv E) V := by simp
  change -V * deriv (fun v => -deriv E v) V = V * deriv (deriv E) V
  rw [h]
  ring
```

The proof moves the minus sign out of the derivative and cancels it against the one in the definition. No differentiability is assumed, because Lean's `deriv` is zero where a derivative does not exist and the two sides then agree; the identity has its physical meaning where $E''$ exists.

## Slope and curvature of the lattice energy

`HasDerivAt f m a` says that `f` is differentiable at `a` with derivative `m`. The first such statement is the rate $V'(a) = d\,V/a$.

```lean
/-- The cell volume changes with a nonzero lattice parameter at the rate `dV/da = d V / a`. -/
theorem hasDerivAt_cellVolume (d : ℕ) (c : ℝ) {a : ℝ} (ha : a ≠ 0) :
    HasDerivAt (cellVolume d c) (d * cellVolume d c a / a) a := by
  have h : HasDerivAt (cellVolume d c) (c * (d * a ^ (d - 1))) a :=
    (hasDerivAt_pow d a).const_mul c
  refine h.congr_deriv ?_
  rw [eq_div_iff ha]
  cases d with
  | zero => simp
  | succ n =>
    simp only [cellVolume, Nat.add_sub_cancel]
    ring
```

The power rule supplies $c\,d\,a^{d-1}$, and the rest of the proof rewrites this as $d\,V/a$. The case split on `d` is needed because the exponent `d - 1` is a subtraction of natural numbers. In dimension zero both sides vanish, and in dimension $n+1$ the exponent is $n$.

The chain rule now gives the slope.

```lean
/-- For `a > 0` and an energy differentiable at the cell volume, the slope of the lattice
energy is `e'(a) = -(d V / a) P`. -/
theorem hasDerivAt_latticeEnergy (d : ℕ) (c : ℝ) {a : ℝ} {E : ℝ → ℝ} (ha : 0 < a)
    (hE : DifferentiableAt ℝ E (cellVolume d c a)) :
    HasDerivAt (latticeEnergy d c E)
      (-(d * cellVolume d c a / a) * pressure E (cellVolume d c a)) a := by
  have h : HasDerivAt (latticeEnergy d c E)
      (deriv E (cellVolume d c a) * (d * cellVolume d c a / a)) a :=
    hE.hasDerivAt.comp a (hasDerivAt_cellVolume d c ha.ne')
  refine h.congr_deriv ?_
  simp only [pressure]
  ring
```

The term `hE.hasDerivAt.comp` is the chain rule applied to $E(V(a))$, and the last two lines replace $E'$ by $-P$.

The curvature needs more care, since a formula for $e'$ at the single point $a$ says nothing about the derivative of $e'$ there. This is the reason for the hypothesis `hE`, which asks for differentiability at every positive volume. Physically, it excludes kinks in the energy curve, such as those that appear when $E$ is taken as the lower of two crossing phase energies. Differentiability near the volume of interest would be enough, so a kink elsewhere does not spoil the formula. The hypothesis `hE2` asks for the second derivative only at the volume of interest.

```lean
/-- For `c, a > 0` and an energy differentiable at positive volumes and twice differentiable
at the cell volume, the curvature of the lattice energy is
`e''(a) = (d V / a²) (d B - (d - 1) P)`. -/
theorem hasDerivAt_deriv_latticeEnergy (d : ℕ) {c a : ℝ} {E : ℝ → ℝ} (hc : 0 < c) (ha : 0 < a)
    (hE : ∀ V, 0 < V → DifferentiableAt ℝ E V)
    (hE2 : DifferentiableAt ℝ (deriv E) (cellVolume d c a)) :
    HasDerivAt (deriv (latticeEnergy d c E))
      (d * cellVolume d c a / a ^ 2 * (d * bulkModulus E (cellVolume d c a)
        - (d - 1) * pressure E (cellVolume d c a))) a := by
  -- the formula for the slope holds in a whole neighbourhood of `a`
  have hev : deriv (latticeEnergy d c E) =ᶠ[𝓝 a]
      fun x => deriv E (cellVolume d c x) * (d * cellVolume d c x / x) := by
    filter_upwards [Ioi_mem_nhds ha] with x hx
    have hx' : 0 < x := hx
    rw [(hasDerivAt_latticeEnergy d c hx' (hE _ (mul_pos hc (pow_pos hx' d)))).deriv]
    simp only [pressure]
    ring
  have hV := hasDerivAt_cellVolume d c ha.ne'
  -- product rule: the change of `E'` and the change of `dV/da`
  have h1 : HasDerivAt (fun x => deriv E (cellVolume d c x))
      (deriv (deriv E) (cellVolume d c a) * (d * cellVolume d c a / a)) a :=
    hE2.hasDerivAt.comp a hV
  have h2 : HasDerivAt (fun x => d * cellVolume d c x / x)
      ((d * (d * cellVolume d c a / a) * a - d * cellVolume d c a * 1) / a ^ 2) a :=
    (hV.const_mul (d : ℝ)).fun_div (hasDerivAt_id' a) ha.ne'
  refine ((h1.fun_mul h2).congr_of_eventuallyEq hev).congr_deriv ?_
  rw [bulkModulus_eq]
  simp only [pressure]
  field_simp
  ring
```

The statement `hev` says that the slope formula holds for all lattice parameters near $a$; the neighbourhood used is the set of positive numbers. Then `h1` differentiates $E'(V(a))$ by the chain rule, and `h2` differentiates $d\,V/a$ by the quotient rule, with the same numerator as in the derivation above. The product rule `fun_mul` combines them, and `congr_of_eventuallyEq` carries the derivative over to $e'$. The closing algebra introduces $B$ through `bulkModulus_eq` and collects terms into $(d\,V/a^2)(d\,B - (d-1)P)$. In this expression `d - 1` is a subtraction of real numbers.

## Zero pressure and the conversion factor

Stationarity in the lattice parameter and zero pressure are equivalent once the dimension is at least one, which is written `d ≠ 0`. In dimension zero the cell volume would not depend on $a$, and every lattice parameter would be stationary whatever the pressure.

```lean
/-- In dimension `d ≥ 1`, with `c, a > 0` and an energy differentiable at the cell volume, the
lattice energy is stationary at `a` exactly when the pressure vanishes. -/
theorem stationary_iff_pressure_eq_zero {d : ℕ} {c a : ℝ} {E : ℝ → ℝ} (hd : d ≠ 0)
    (hc : 0 < c) (ha : 0 < a) (hE : DifferentiableAt ℝ E (cellVolume d c a)) :
    deriv (latticeEnergy d c E) a = 0 ↔ pressure E (cellVolume d c a) = 0 := by
  have hd' : (0 : ℝ) < d := by exact_mod_cast Nat.pos_of_ne_zero hd
  have hV : 0 < cellVolume d c a := mul_pos hc (pow_pos ha d)
  have hne : -(d * cellVolume d c a / a) ≠ 0 :=
    neg_ne_zero.mpr (div_pos (mul_pos hd' hV) ha).ne'
  rw [(hasDerivAt_latticeEnergy d c ha hE).deriv]
  exact ⟨fun h => (mul_eq_zero.mp h).resolve_left hne, fun h => by rw [h, mul_zero]⟩
```

The proof shows that the factor $-d\,V/a$ is nonzero. A product with a nonzero factor vanishes exactly when the other factor does.

With the pressure gone, the curvature formula can be solved for the bulk modulus in every dimension $d \ge 1$.

```lean
/-- In dimension `d ≥ 1`, with `c, a₀ > 0` and an energy differentiable at positive volumes and
twice differentiable at `V₀ = c a₀^d`, a stationary lattice parameter `a₀` has
`B = a₀² e''(a₀) / (d² V₀)`. -/
theorem bulkModulus_of_stationary {d : ℕ} {c a₀ : ℝ} {E : ℝ → ℝ} (hd : d ≠ 0)
    (hc : 0 < c) (ha : 0 < a₀) (hE : ∀ V, 0 < V → DifferentiableAt ℝ E V)
    (hE2 : DifferentiableAt ℝ (deriv E) (cellVolume d c a₀))
    (he : deriv (latticeEnergy d c E) a₀ = 0) :
    bulkModulus E (cellVolume d c a₀) =
      a₀ ^ 2 * deriv (deriv (latticeEnergy d c E)) a₀ / (d ^ 2 * cellVolume d c a₀) := by
  have hd' : (d : ℝ) ≠ 0 := by exact_mod_cast hd
  have hV : 0 < cellVolume d c a₀ := mul_pos hc (pow_pos ha d)
  have hP := (stationary_iff_pressure_eq_zero hd hc ha (hE _ hV)).mp he
  rw [(hasDerivAt_deriv_latticeEnergy d hc ha hE hE2).deriv, hP, mul_zero, sub_zero,
    eq_div_iff (mul_ne_zero (pow_ne_zero 2 hd') hV.ne')]
  field_simp
```

Here `hP` is the vanishing pressure, obtained from the stationarity hypothesis `he`. Rewriting with the curvature formula and `hP` leaves $e'' = d^2 V_0 B/a_0^2$, and clearing denominators finishes the proof.

The three-dimensional formula at arbitrary pressure has no stationarity hypothesis.

```lean
/-- In three dimensions at any pressure, with `c, a > 0` and an energy differentiable at positive
volumes and twice differentiable at `V = c a³`, one has `e''(a) / (9 c a) = B - 2P/3`. -/
theorem curvature_eq_bulkModulus_sub_pressure {c a : ℝ} {E : ℝ → ℝ} (hc : 0 < c) (ha : 0 < a)
    (hE : ∀ V, 0 < V → DifferentiableAt ℝ E V)
    (hE2 : DifferentiableAt ℝ (deriv E) (cellVolume 3 c a)) :
    deriv (deriv (latticeEnergy 3 c E)) a / (9 * c * a) =
      bulkModulus E (cellVolume 3 c a) - 2 / 3 * pressure E (cellVolume 3 c a) := by
  rw [(hasDerivAt_deriv_latticeEnergy 3 hc ha hE hE2).deriv]
  generalize bulkModulus E (cellVolume 3 c a) = B
  generalize pressure E (cellVolume 3 c a) = P
  simp only [cellVolume]
  push_cast
  field_simp
  ring
```

The two `generalize` steps replace the bulk modulus and the pressure by plain numbers $B$ and $P$. Only then is the cell volume written out as $c a^3$, so what remains is the short cancellation of $3ca$ against $9ca$ done earlier.

The result for a cubic crystal follows by setting the pressure to zero.

```lean
/-- Let `c, a₀ > 0` and let the energy be differentiable at positive volumes and twice
differentiable at `V₀ = c a₀³`. If `e(a) = E(c a³)` is stationary at `a₀`, then the pressure
vanishes at `V₀` and the bulk modulus there is `e''(a₀) / (9 c a₀)`. -/
theorem bulkModulus_from_lattice_parameter {c a₀ : ℝ} {E : ℝ → ℝ} (hc : 0 < c) (ha : 0 < a₀)
    (hE : ∀ V, 0 < V → DifferentiableAt ℝ E V)
    (hE2 : DifferentiableAt ℝ (deriv E) (cellVolume 3 c a₀))
    (he : deriv (latticeEnergy 3 c E) a₀ = 0) :
    pressure E (cellVolume 3 c a₀) = 0 ∧
      bulkModulus E (cellVolume 3 c a₀) =
        deriv (deriv (latticeEnergy 3 c E)) a₀ / (9 * c * a₀) := by
  have hP := (stationary_iff_pressure_eq_zero three_ne_zero hc ha
    (hE _ (mul_pos hc (pow_pos ha 3)))).mp he
  refine ⟨hP, ?_⟩
  rw [curvature_eq_bulkModulus_sub_pressure hc ha hE hE2, hP, mul_zero, sub_zero]
```

The conclusion has two parts, joined by `∧`. The first is $P = 0$, which is the same as $E'(V_0) = 0$. The second is the formula for $B$, which `bulkModulus_eq` turns into the formula for $V_0 E''(V_0)$. The theorem assumes a stationary point, not a minimum, so it also applies at a maximum of $e$ with nonzero curvature, where the bulk modulus is negative.

## Stability under uniform scaling

The last theorem runs from the volume description back to the lattice parameter: zero pressure and a positive bulk modulus give a local minimum.

```lean
/-- In dimension `d ≥ 1`, with `c, a₀ > 0` and an energy differentiable at positive volumes and
twice differentiable at `V₀ = c a₀^d`, zero pressure and a positive bulk modulus at `V₀` make
`a₀` a local minimum of the lattice energy. -/
theorem isLocalMin_of_bulkModulus_pos {d : ℕ} {c a₀ : ℝ} {E : ℝ → ℝ} (hd : d ≠ 0)
    (hc : 0 < c) (ha : 0 < a₀) (hE : ∀ V, 0 < V → DifferentiableAt ℝ E V)
    (hE2 : DifferentiableAt ℝ (deriv E) (cellVolume d c a₀))
    (hP : pressure E (cellVolume d c a₀) = 0) (hB : 0 < bulkModulus E (cellVolume d c a₀)) :
    IsLocalMin (latticeEnergy d c E) a₀ := by
  have hd' : (0 : ℝ) < d := by exact_mod_cast Nat.pos_of_ne_zero hd
  have hV : 0 < cellVolume d c a₀ := mul_pos hc (pow_pos ha d)
  -- at zero pressure the curvature in `a` has the sign of the bulk modulus
  have hpos : 0 < deriv (deriv (latticeEnergy d c E)) a₀ := by
    rw [(hasDerivAt_deriv_latticeEnergy d hc ha hE hE2).deriv, hP, mul_zero, sub_zero]
    positivity
  exact isLocalMin_of_deriv_deriv_pos hpos
    ((stationary_iff_pressure_eq_zero hd hc ha (hE _ hV)).mpr hP)
    (hasDerivAt_latticeEnergy d c ha (hE _ hV)).continuousAt

end

end LatticeBulkModulus
```

At zero pressure the curvature formula is a product of positive factors, which `positivity` confirms. The lemma `isLocalMin_of_deriv_deriv_pos` is the second-derivative test; it also receives the vanishing slope and the continuity of $e$ at $a_0$.

The minimum is local, and it is a minimum with respect to $a$ alone. A crystal that is stable in this sense may still lower its energy by a shear or by another change of cell shape, since the only deformation considered is a uniform scaling of the cell. For the same reason, the formulas do not apply directly to a tetragonal or hexagonal cell whose axial ratio changes with volume: $c$ would then depend on $a$, whereas here it is constant.

```lean
#print axioms LatticeBulkModulus.bulkModulus_of_stationary
-- 'LatticeBulkModulus.bulkModulus_of_stationary' depends on axioms: [propext, Classical.choice, Quot.sound]
#print axioms LatticeBulkModulus.bulkModulus_from_lattice_parameter
-- 'LatticeBulkModulus.bulkModulus_from_lattice_parameter' depends on axioms: [propext, Classical.choice, Quot.sound]
#print axioms LatticeBulkModulus.isLocalMin_of_bulkModulus_pos
-- 'LatticeBulkModulus.isLocalMin_of_bulkModulus_pos' depends on axioms: [propext, Classical.choice, Quot.sound]
```
